# Two Green's functions with n and m simple fractions agree if their first n + m moments agree

Applying a finite Hamiltonian $H$ repeatedly to an orbital $\varphi$ gives the moments $\langle\varphi|H^j|\varphi\rangle$ without any diagonalisation. How many of them fix the Green's function $\langle\varphi|(z-H)^{-1}|\varphi\rangle$, if the number of its poles is bounded?

```lean
import Mathlib

open Filter Topology

namespace MomentReconstruction

noncomputable section

/-- The `j`-th moment `∑ w_k l_k ^ j` of the weights `w` at the poles `l`. -/
def moment {n : ℕ} (w l : Fin n → ℂ) (j : ℕ) : ℂ := ∑ k, w k * l k ^ j

/-- The complex energies that differ from every pole `l_k`. -/
def offPoles {n : ℕ} (l : Fin n → ℂ) : Set ℂ := {z | ∀ k, z ≠ l k}

/-- The Green's function `G(z) = ∑ w_k / (z - l_k)`, defined for `z` away from the poles. -/
def green {n : ℕ} (w l : Fin n → ℂ) (z : offPoles l) : ℂ := ∑ k, w k / ((z : ℂ) - l k)

/-- The total weight carried by the poles that sit at the energy `e`. -/
def spectralWeight {n : ℕ} (w l : Fin n → ℂ) (e : ℂ) : ℂ := ∑ k, if l k = e then w k else 0

/-- If the moments of order below `N` agree, so do the weighted sums of every polynomial
of degree below `N`. -/
theorem polynomial_sum_eq {n m N : ℕ} {w l : Fin n → ℂ} {u p : Fin m → ℂ}
    (h : ∀ j < N, moment w l j = moment u p j) (P : Polynomial ℂ) (hP : P.degree < N) :
    ∑ k, w k * P.eval (l k) = ∑ k, u k * P.eval (p k) := by
  -- a weighted sum of a polynomial is a combination of moments
  have key : ∀ {r : ℕ} (a x : Fin r → ℂ), ∑ k, a k * P.eval (x k) =
      ∑ j ∈ Finset.range (P.natDegree + 1), P.coeff j * moment a x j := by
    intro r a x
    simp only [Polynomial.eval_eq_sum_range, moment, Finset.mul_sum]
    rw [Finset.sum_comm]
    exact Finset.sum_congr rfl fun j _ => Finset.sum_congr rfl fun k _ => by ring
  rw [key, key]
  refine Finset.sum_congr rfl fun j _ => ?_
  by_cases hj : j < N
  · rw [h j hj]
  · have hc : P.coeff j = 0 := Polynomial.coeff_eq_zero_of_degree_lt
      (lt_of_lt_of_le hP (by exact_mod_cast not_lt.mp hj))
    rw [hc, zero_mul, zero_mul]

/-- For `n` and `m` poles, agreement of the first `n + m` moments makes the weighted sums of
every function of the energy agree. -/
theorem function_sum_eq {n m : ℕ} {w l : Fin n → ℂ} {u p : Fin m → ℂ}
    (h : ∀ j < n + m, moment w l j = moment u p j) (f : ℂ → ℂ) :
    ∑ k, w k * f (l k) = ∑ k, u k * f (p k) := by
  -- interpolate `f` on the union of the two sets of poles
  let S : Finset ℂ := Finset.univ.image l ∪ Finset.univ.image p
  have hl : ∀ k, l k ∈ S := fun k =>
    Finset.mem_union_left _ (Finset.mem_image_of_mem l (Finset.mem_univ k))
  have hp : ∀ k, p k ∈ S := fun k =>
    Finset.mem_union_right _ (Finset.mem_image_of_mem p (Finset.mem_univ k))
  have hcard : S.card ≤ n + m := by
    have h1 : (Finset.univ.image l).card ≤ n := by
      simpa using Finset.card_image_le (s := Finset.univ) (f := l)
    have h2 : (Finset.univ.image p).card ≤ m := by
      simpa using Finset.card_image_le (s := Finset.univ) (f := p)
    exact (Finset.card_union_le _ _).trans (add_le_add h1 h2)
  have hinj : Set.InjOn (id : ℂ → ℂ) (S : Set ℂ) := Function.injective_id.injOn
  have hev : ∀ x ∈ S, (Lagrange.interpolate S id f).eval x = f x := fun x hx =>
    Lagrange.eval_interpolate_at_node f hinj hx
  have hdeg : (Lagrange.interpolate S id f).degree < ((n + m : ℕ) : WithBot ℕ) :=
    lt_of_lt_of_le (Lagrange.degree_interpolate_lt f hinj) (by exact_mod_cast hcard)
  have hsum := polynomial_sum_eq h _ hdeg
  simpa only [hev _ (hl _), hev _ (hp _)] using hsum

/-- **Moment reconstruction.** If two Green's functions with `n` and `m` simple fractions have
the same first `n + m` moments, they agree at every `z` different from all poles of both. -/
theorem green_eq_of_moments {n m : ℕ} {w l : Fin n → ℂ} {u p : Fin m → ℂ}
    (h : ∀ j < n + m, moment w l j = moment u p j)
    (z : ℂ) (hl : z ∈ offPoles l) (hp : z ∈ offPoles p) :
    green w l ⟨z, hl⟩ = green u p ⟨z, hp⟩ := by
  simpa only [green, div_eq_mul_inv] using function_sum_eq h (fun x => (z - x)⁻¹)


/-- The total weight at `e` is the limit of `(z - e) G(z)` as `z` tends to `e` with `z ≠ e`. -/
theorem tendsto_residue {n : ℕ} (w l : Fin n → ℂ) (e : ℂ) :
    Tendsto (fun z => (z - e) * ∑ k, w k / (z - l k)) (𝓝[≠] e)
      (𝓝 (spectralWeight w l e)) := by
  simp only [Finset.mul_sum, spectralWeight]
  refine tendsto_finsetSum _ fun k _ => ?_
  by_cases hk : l k = e
  · -- a pole at `e` contributes its full weight
    rw [if_pos hk]
    refine tendsto_const_nhds.congr' ?_
    filter_upwards [self_mem_nhdsWithin] with z hz
    have hz' : z - e ≠ 0 := sub_ne_zero.mpr hz
    rw [hk, mul_div_cancel₀ _ hz']
  · -- any other pole is regular at `e`
    rw [if_neg hk]
    have hc : ContinuousAt (fun z => (z - e) * (w k / (z - l k))) e :=
      ContinuousAt.mul (by fun_prop)
        (ContinuousAt.div (by fun_prop) (by fun_prop) (sub_ne_zero.mpr (Ne.symm hk)))
    have ht := hc.tendsto.mono_left (nhdsWithin_le_nhds (s := {e}ᶜ))
    simpa using ht

/-- Conversely, two Green's functions that agree away from their poles have equal moments
of every order. -/
theorem moments_eq_of_green_eq {n m : ℕ} {w l : Fin n → ℂ} {u p : Fin m → ℂ}
    (h : ∀ (z : ℂ) (hl : z ∈ offPoles l) (hp : z ∈ offPoles p),
      green w l ⟨z, hl⟩ = green u p ⟨z, hp⟩) (j : ℕ) :
    moment w l j = moment u p j := by
  -- equal residues at every energy
  have hs : ∀ e, spectralWeight w l e = spectralWeight u p e := by
    intro e
    have off : ∀ a : ℂ, ∀ᶠ z in 𝓝[≠] e, z ≠ a := by
      intro a
      by_cases ha : e = a
      · subst ha
        exact self_mem_nhdsWithin
      · exact nhdsWithin_le_nhds (isOpen_ne.mem_nhds ha)
    refine tendsto_nhds_unique (tendsto_residue w l e) ((tendsto_residue u p e).congr' ?_)
    filter_upwards [eventually_all.2 fun k => off (l k),
      eventually_all.2 fun k => off (p k)] with z h1 h2
    exact congrArg (fun g => (z - e) * g) (h z h1 h2).symm
  -- moments are sums over energies of the spectral weight
  have key : ∀ {r : ℕ} (a x : Fin r → ℂ) (S : Finset ℂ), (∀ k, x k ∈ S) →
      moment a x j = ∑ e ∈ S, spectralWeight a x e * e ^ j := by
    intro r a x S hS
    simp only [moment, spectralWeight, Finset.sum_mul]
    rw [Finset.sum_comm]
    refine Finset.sum_congr rfl fun k _ => ?_
    simp [ite_mul, Finset.sum_ite_eq, hS k]
  rw [key w l (Finset.univ.image l ∪ Finset.univ.image p) (fun k => by simp),
    key u p (Finset.univ.image l ∪ Finset.univ.image p) (fun k => by simp)]
  exact Finset.sum_congr rfl fun e _ => by rw [hs e]

/-- The even powers `ζ ^ (2k)`, `k < n`. -/
def evenPowers (ζ : ℂ) (n : ℕ) : Fin n → ℂ := fun k => ζ ^ (2 * (k : ℕ))

/-- The odd powers `ζ ^ (2k+1)`, `k < n`. -/
def oddPowers (ζ : ℂ) (n : ℕ) : Fin n → ℂ := fun k => ζ ^ (2 * (k : ℕ) + 1)

/-- Sharpness: for `n ≥ 1` and a primitive `2n`-th root of unity `ζ`, the `n` even powers
(weight = pole) and the `n` odd powers (weight = minus pole) share their first `2n - 1` moments,
but their Green's functions differ at `z = 0`, which is not a pole. -/
theorem moments_sharp {n : ℕ} (hn : 0 < n) {ζ : ℂ} (hζ : IsPrimitiveRoot ζ (2 * n)) :
    (∀ j, j + 1 < 2 * n → moment (evenPowers ζ n) (evenPowers ζ n) j =
      moment (fun k => -oddPowers ζ n k) (oddPowers ζ n) j) ∧
    ∃ (h1 : (0 : ℂ) ∈ offPoles (evenPowers ζ n)) (h2 : (0 : ℂ) ∈ offPoles (oddPowers ζ n)),
      green (evenPowers ζ n) (evenPowers ζ n) ⟨0, h1⟩ ≠
        green (fun k => -oddPowers ζ n k) (oddPowers ζ n) ⟨0, h2⟩ := by
  constructor
  · intro j hj
    have hq : ζ ^ (j + 1) ≠ 1 := fun h => by
      have := Nat.le_of_dvd (Nat.succ_pos j) (hζ.dvd_of_pow_eq_one (j + 1) h)
      omega
    have hq2 : ((ζ ^ (j + 1)) ^ 2) ^ n = 1 := by
      rw [← pow_mul, ← pow_mul, show (j + 1) * (2 * n) = 2 * n * (j + 1) by ring, pow_mul,
        hζ.pow_eq_one, one_pow]
    -- both moments are geometric sums in `ζ ^ (j + 1)`
    have hA : moment (evenPowers ζ n) (evenPowers ζ n) j =
        ∑ k ∈ Finset.range n, ((ζ ^ (j + 1)) ^ 2) ^ k := by
      simp only [moment, evenPowers]
      rw [Finset.sum_range]
      refine Finset.sum_congr rfl fun k _ => ?_
      ring
    have hB : moment (fun k => -oddPowers ζ n k) (oddPowers ζ n) j =
        -(ζ ^ (j + 1) * ∑ k ∈ Finset.range n, ((ζ ^ (j + 1)) ^ 2) ^ k) := by
      simp only [moment, oddPowers]
      rw [Finset.sum_range, Finset.mul_sum, ← Finset.sum_neg_distrib]
      refine Finset.sum_congr rfl fun k _ => ?_
      ring
    have hg := geom_sum_mul ((ζ ^ (j + 1)) ^ 2) n
    rw [hq2, sub_self] at hg
    rw [hA, hB]
    generalize (∑ k ∈ Finset.range n, ((ζ ^ (j + 1)) ^ 2) ^ k) = s at hg ⊢
    apply mul_right_cancel₀ (sub_ne_zero.mpr hq)
    linear_combination hg
  · have h0 : ζ ≠ 0 := hζ.ne_zero (by omega)
    refine ⟨fun k => (pow_ne_zero _ h0).symm, fun k => (pow_ne_zero _ h0).symm, ?_⟩
    -- the two values at the origin are `-n` and `n`
    have e1 : ∀ a : ℂ, a ≠ 0 → a / (0 - a) = -1 := fun a ha => by
      rw [zero_sub, div_neg, div_self ha]
    have e2 : ∀ a : ℂ, a ≠ 0 → -a / (0 - a) = 1 := fun a ha => by
      rw [zero_sub, div_self (neg_ne_zero.mpr ha)]
    simp only [green, evenPowers, oddPowers, e1 _ (pow_ne_zero _ h0), e2 _ (pow_ne_zero _ h0),
      Finset.sum_const, Finset.card_univ, Fintype.card_fin, nsmul_eq_mul]
    intro h
    have hn0 : (n : ℂ) = 0 := by linear_combination (-1 / 2 : ℂ) * h
    exact hn.ne' (by exact_mod_cast hn0)

end

end MomentReconstruction
```

```lean
#print axioms MomentReconstruction.green_eq_of_moments
#print axioms MomentReconstruction.moments_eq_of_green_eq
#print axioms MomentReconstruction.moments_sharp
```

```
'MomentReconstruction.green_eq_of_moments' depends on axioms: [propext, Classical.choice, Quot.sound]
'MomentReconstruction.moments_eq_of_green_eq' depends on axioms: [propext, Classical.choice, Quot.sound]
'MomentReconstruction.moments_sharp' depends on axioms: [propext, Classical.choice, Quot.sound]
```

## Weights, poles and moments

The two functions compared are

$$G_1(z)=\sum_{k<n}\frac{w_k}{z-l_k},\qquad G_2(z)=\sum_{k<m}\frac{u_k}{z-p_k}.$$

Weights and poles are arbitrary complex numbers, given as functions on `Fin n` and `Fin m`; poles may coincide and weights may vanish. The letter $p$ denotes a pole, not a momentum. `moment w l j` is $\sum_k w_k l_k^j$, with $0^0=1$, so the zeroth moment is the total weight. `green` accepts only points of `offPoles`, the energies different from every pole.

`green_eq_of_moments` says that if the moments agree for all $j<n+m$, then $G_1(z)=G_2(z)$ at every $z$ off both sets of poles. For $m=n$ this requires $2n$ moments. `moments_eq_of_green_eq` is the converse: agreement off the poles gives equal moments of every order.

For Hermitian $H$ with orthonormal eigenvectors $\psi_k$, the $l_k$ are the eigenvalues, some perhaps with zero weight, and $w_k=|\langle\psi_k|\varphi\rangle|^2$. This spectral decomposition is the step from the matrix to the Lean model, and it is not derived here. The result bears on moment methods for the local density of states in finite tight-binding models, provided that the moments are exact and the number of fractions is bounded in advance. Despite the name "moment reconstruction" in the code, it proves uniqueness only: it gives no procedure for finding the poles and weights, and no estimate for noisy moments.

## From moments to the Green's function

Let $P(x)=\sum_{j<N}c_jx^j$. Exchanging the two sums gives

$$\sum_k w_kP(l_k)=\sum_{j<N}c_j\sum_k w_kl_k^j .$$

If the moments below $N$ agree, the right side is the same for $(u,p)$. This is `polynomial_sum_eq`: its `key` exchanges the sums, and the case split on `j < N` removes vanishing coefficients.

Let $S$ be the set of all $l_k$ and $p_k$. It has at most $n+m$ points, so for any function $f$ there is a Lagrange polynomial of degree below $n+m$ that equals $f$ on $S$. Inserting it into the first step gives

$$\sum_k w_kf(l_k)=\sum_k u_kf(p_k),$$

which is `function_sum_eq`; `hcard` counts the points and `hdeg` bounds the degree. The choice $f(x)=(z-x)^{-1}$ yields $G_1(z)=G_2(z)$.

## From the Green's function back to moments

Let $A(e)$, in Lean `spectralWeight`, be the total weight of the poles at $e$. In $(z-e)G(z)$, a fraction with its pole at $e$ contributes its weight, and every other fraction tends to zero as $z\to e$. The limit is therefore $A(e)$, as `tendsto_residue` states. Near $e$, but not at $e$, there are no poles, so functions that agree off the poles have the same limit and the same $A$. Grouping equal poles gives $\sum_k w_kl_k^j=\sum_{e\in S}A(e)e^j$, and all moments agree.

## A dimer with one moment too few

Take two sites with on-site energies $0$ and $\varepsilon$ and hopping $1$, with $\varphi$ on the first site. For $\varepsilon=0$ the poles are $\pm1$, each with weight $\tfrac12$. The first four moments are $1,0,1,0$, and

$$G_1(z)=\frac{z}{z^2-1}.$$

Any sum of two fractions with these four moments equals this function off the poles.

For $\varepsilon=\tfrac32$ the poles are $2$ and $-\tfrac12$, with weights $\tfrac15$ and $\tfrac45$. The moments are $1,0,1,\tfrac32$. Three agree, yet $G_1(0)=0$ and $G_2(0)=-\tfrac1{10}+\tfrac85=\tfrac32$. Three moments are thus too few for two fractions each.

`moments_sharp` shows that $2n-1$ moments are too few for every $n=m\ge1$. For $n\ge2$ its example has non-real poles, so it does not come from a Hermitian $H$. Let $\zeta$ be a primitive $2n$-th root of unity, $l_k=w_k=\zeta^{2k}$, $p_k=\zeta^{2k+1}$ and $u_k=-p_k$. With $q=\zeta^{j+1}$ and $s=\sum_{k<n}q^{2k}$, the two $j$-th moments are $s$ and $-qs$. The geometric sum gives $s(q^2-1)=q^{2n}-1=0$. For $j+1<2n$ we have $q\ne1$, hence $s(q+1)=0$ and the moments agree. At the origin each fraction of $G_1$ is $-1$ and each of $G_2$ is $1$, so the values are $-n$ and $n$.
